# The diatomic chain has no Bloch mode with squared frequency between 2K/M and 2K/m

The chain is represented by a 2×2 matrix acting on mass-weighted amplitudes, with the Bloch phase x counted per unit cell and not per atom. Mass weighting makes the matrix Hermitian, and both atoms of a cell carry the same phase factor. Attaching the phase to the atomic positions would change the relative phase of the eigenvector components but not the eigenvalues.

Masses m and M alternate along the chain, and equal springs K > 0 join nearest neighbours. The claim is that every squared frequency w of a Bloch wave satisfies w ≤ 2K/M or w ≥ 2K/m. For m < M this is a gap, and its edges are reached at x = π by waves in which only one sublattice moves.

## From force balance to two branches

Let uₙ and Uₙ be the displacements of the atoms of mass m and M in cell n. The atom of mass m sits between the M atoms of cells n − 1 and n. For harmonic motion with squared frequency w,

m w uₙ = K(2uₙ − Uₙ − Uₙ₋₁)
M w Uₙ = K(2Uₙ − uₙ − uₙ₊₁).

Insert uₙ = (v₀/√m) e^{inx} and Uₙ = (v₁/√M) e^{inx}, and divide by √m e^{inx} and √M e^{inx} respectively:

w v₀ = (2K/m) v₀ − (K/√(mM)) (1 + e^{−ix}) v₁
w v₁ = −(K/√(mM)) (1 + e^{ix}) v₀ + (2K/M) v₁.

A nonzero solution exists exactly when the determinant vanishes. Since

(1 + e^{−ix})(1 + e^{ix}) = 2 + 2 cos x = 4 − 4 sin²(x/2),

the condition is, with s = 1/m + 1/M,

w² − 2Ks w + 4K² sin²(x/2)/(mM) = 0,

and its roots are

w = Ks ∓ K√R, R = s² − 4 sin²(x/2)/(mM).

## Why the edges lie at odd multiples of π

Put d = 1/m − 1/M. Because s² = d² + 4/(mM),

R = d² + 4 cos²(x/2)/(mM).

Hence R ≥ 0 and √R ≥ |d| ≥ d, which gives

Ks − K√R ≤ Ks − Kd = 2K/M
Ks + K√R ≥ Ks + Kd = 2K/m.

If m ≤ M, then d ≥ 0, and equality in either line means R = d². This requires cos(x/2) = 0, so x is an odd multiple of π.

At x = π the off-diagonal entries vanish. For m < M the diagonal entries differ, so the solutions at 2K/M have v₀ = 0 and those at 2K/m have v₁ = 0. Each moving atom is then held by two springs attached to atoms at rest, which accounts for the factor 2K.

## The matrix and its branches in Lean

```lean
import Mathlib

open Matrix

namespace DiatomicChainGap

noncomputable section
```

`dynMatrix` contains the coefficients of the two amplitude equations. Index 0 belongs to mass m and index 1 to mass M; the parameters are real and the entries complex.

```lean
/-- The mass-weighted dynamical matrix of the diatomic chain with spring constant `K`,
masses `m` and `M`, at Bloch phase `x` per unit cell. -/
def dynMatrix (K m M x : ℝ) : Matrix (Fin 2) (Fin 2) ℂ :=
  !![((2 * K / m : ℝ) : ℂ),
      -((K / Real.sqrt (m * M) : ℝ) : ℂ) * (1 + Complex.exp (-(x : ℂ) * Complex.I));
    -((K / Real.sqrt (m * M) : ℝ) : ℂ) * (1 + Complex.exp ((x : ℂ) * Complex.I)),
      ((2 * K / M : ℝ) : ℂ)]
```

The next three definitions are R and the two roots. The names `acoustic` and `optical` label the lower and upper root when K > 0.

```lean
/-- The quantity under the square root in the diatomic dispersion relation. -/
def radicand (m M x : ℝ) : ℝ :=
  (1 / m + 1 / M) ^ 2 - 4 * Real.sin (x / 2) ^ 2 / (m * M)

/-- The root of the dispersion relation with the minus sign; for `K > 0` this is the lower
(acoustic) branch of squared frequencies. -/
def acoustic (K m M x : ℝ) : ℝ :=
  K * (1 / m + 1 / M) - K * Real.sqrt (radicand m M x)

/-- The root of the dispersion relation with the plus sign; for `K > 0` this is the upper (optical)
branch of squared frequencies. -/
def optical (K m M x : ℝ) : ℝ :=
  K * (1 / m + 1 / M) + K * Real.sqrt (radicand m M x)
```

`bloch` undoes the mass weighting and returns the displacement in cell n, for any integer n.

```lean
/-- The displacement in cell `n` of a sublattice of mass `μ` carrying a Bloch wave of phase `x`
and mass-weighted amplitude `c`. -/
def bloch (μ x : ℝ) (c : ℂ) (n : ℤ) : ℂ :=
  c / ((Real.sqrt μ : ℝ) : ℂ) * Complex.exp ((n : ℂ) * ((x : ℂ) * Complex.I))
```

## Eigenvectors as motions of the infinite chain

The first lemma writes the eigenvalue equation as two scalar equations.

```lean
/-- The eigenvalue equation of a two-by-two matrix, written out in components. -/
lemma eigen_iff (A : Matrix (Fin 2) (Fin 2) ℂ) (w : ℂ) (v : Fin 2 → ℂ) :
    A *ᵥ v = w • v ↔
      A 0 0 * v 0 + A 0 1 * v 1 = w * v 0 ∧ A 1 0 * v 0 + A 1 1 * v 1 = w * v 1 := by
  rw [funext_iff, Fin.forall_fin_two]
  simp [Matrix.mulVec, dotProduct, Fin.sum_univ_two]
```

The second performs the change from amplitudes to displacements for one row. Here A and B are the square roots of the two masses, e is the Bloch factor of the cell, and p is the phase factor gained on moving to the neighbouring cell. `field_simp` clears the denominators.

```lean
/-- Removing the mass weighting turns one row of the eigenvalue equation into a force balance. -/
lemma unweight {A B K a b w e p : ℂ} (hA : A ≠ 0) (hB : B ≠ 0)
    (h : 2 * K / A ^ 2 * a + -(K / (A * B)) * (1 + p) * b = w * a) :
    A ^ 2 * w * (a / A * e) = K * (2 * (a / A * e) - b / B * e - b / B * (e * p)) := by
  have h1 : A ^ 2 * w * (a / A * e) = A * e * (w * a) := by field_simp
  rw [h1, ← h]
  field_simp
  try ring
```

`bloch_force_balance` states that an eigenvector satisfies both force equations in every cell. Time does not appear: w stands for the squared frequency of a harmonic oscillation. The proof rewrites the masses as squares of their roots, uses `p1` and `p2` for the shift by one cell, and applies `unweight` twice, the second time with the masses exchanged. The theorem runs from the matrix to the chain; it does not say that every motion of the infinite chain is built from such waves.

```lean
/-- An eigenvector of the dynamical matrix with eigenvalue `w` gives Bloch displacements for which
mass times `w` times displacement equals minus the harmonic restoring force at every site. -/
theorem bloch_force_balance {K m M x : ℝ} (hm : 0 < m) (hM : 0 < M) {w : ℂ} {v : Fin 2 → ℂ}
    (h : dynMatrix K m M x *ᵥ v = w • v) (n : ℤ) :
    (m : ℂ) * w * bloch m x (v 0) n =
        K * (2 * bloch m x (v 0) n - bloch M x (v 1) n - bloch M x (v 1) (n - 1)) ∧
    (M : ℂ) * w * bloch M x (v 1) n =
        K * (2 * bloch M x (v 1) n - bloch m x (v 0) n - bloch m x (v 0) (n + 1)) := by
  obtain ⟨h0, h1⟩ := (eigen_iff _ _ _).1 h
  change ((2 * K / m : ℝ) : ℂ) * v 0 + -((K / Real.sqrt (m * M) : ℝ) : ℂ) *
    (1 + Complex.exp (-(x : ℂ) * Complex.I)) * v 1 = w * v 0 at h0
  change -((K / Real.sqrt (m * M) : ℝ) : ℂ) * (1 + Complex.exp ((x : ℂ) * Complex.I)) * v 0 +
    ((2 * K / M : ℝ) : ℂ) * v 1 = w * v 1 at h1
  have hA : ((Real.sqrt m : ℝ) : ℂ) ≠ 0 := Complex.ofReal_ne_zero.2 (Real.sqrt_pos.2 hm).ne'
  have hB : ((Real.sqrt M : ℝ) : ℂ) ≠ 0 := Complex.ofReal_ne_zero.2 (Real.sqrt_pos.2 hM).ne'
  have sA : ((Real.sqrt m : ℝ) : ℂ) ^ 2 = m := by rw [← Complex.ofReal_pow, Real.sq_sqrt hm.le]
  have sB : ((Real.sqrt M : ℝ) : ℂ) ^ 2 = M := by rw [← Complex.ofReal_pow, Real.sq_sqrt hM.le]
  have dA : ((2 * K / m : ℝ) : ℂ) = 2 * K / ((Real.sqrt m : ℝ) : ℂ) ^ 2 := by rw [sA]; simp
  have dB : ((2 * K / M : ℝ) : ℂ) = 2 * K / ((Real.sqrt M : ℝ) : ℂ) ^ 2 := by rw [sB]; simp
  have c1 : ((K / Real.sqrt (m * M) : ℝ) : ℂ) =
      K / (((Real.sqrt m : ℝ) : ℂ) * ((Real.sqrt M : ℝ) : ℂ)) := by
    rw [Real.sqrt_mul hm.le]; simp
  rw [dA, c1] at h0
  rw [dB, c1, mul_comm ((Real.sqrt m : ℝ) : ℂ)] at h1
  -- moving to a neighbouring cell multiplies the wave by a phase factor
  have p1 : Complex.exp (((n - 1 : ℤ) : ℂ) * ((x : ℂ) * Complex.I)) =
      Complex.exp ((n : ℂ) * ((x : ℂ) * Complex.I)) * Complex.exp (-(x : ℂ) * Complex.I) := by
    rw [← Complex.exp_add]; congr 1; push_cast; ring
  have p2 : Complex.exp (((n + 1 : ℤ) : ℂ) * ((x : ℂ) * Complex.I)) =
      Complex.exp ((n : ℂ) * ((x : ℂ) * Complex.I)) * Complex.exp ((x : ℂ) * Complex.I) := by
    rw [← Complex.exp_add]; congr 1; push_cast; ring
  have e1 := unweight (e := Complex.exp ((n : ℂ) * ((x : ℂ) * Complex.I))) hA hB h0
  have e2 := unweight (e := Complex.exp ((n : ℂ) * ((x : ℂ) * Complex.I))) hB hA
    ((add_comm _ _).trans h1)
  rw [sA] at e1
  rw [sB] at e2
  unfold bloch
  rw [p1, p2]
  exact ⟨e1, e2⟩
```

## The eigenvalues are the two branches

The rewriting of R as d² plus a cosine term comes first, since it shows that, for positive masses, the square root is taken of a non-negative number.

```lean
/-- The radicand is the squared difference of inverse masses plus a term in `cos² (x / 2)`. -/
lemma radicand_eq (m M x : ℝ) :
    radicand m M x = (1 / m - 1 / M) ^ 2 + 4 * Real.cos (x / 2) ^ 2 / (m * M) := by
  unfold radicand
  rw [Real.sin_sq]
  ring
```

`eigenvalue_iff` says that a complex number w has a nonzero eigenvector exactly when it equals one of the two branches, so all eigenvalues are real. In the proof, `hsum` and `hprod` give the sum and product of the roots, `hop` evaluates the product (1 + e^{−ix})(1 + e^{ix}), and `hdet` factors the determinant. Mathlib's `Matrix.exists_mulVec_eq_zero_iff` links a vanishing determinant to a nonzero solution.

```lean
/-- The eigenvalues of the dynamical matrix are exactly the acoustic and the optical branch. -/
theorem eigenvalue_iff {K m M : ℝ} (hm : 0 < m) (hM : 0 < M) (x : ℝ) (w : ℂ) :
    (∃ v : Fin 2 → ℂ, v ≠ 0 ∧ dynMatrix K m M x *ᵥ v = w • v) ↔
      w = acoustic K m M x ∨ w = optical K m M x := by
  have hr : 0 ≤ radicand m M x := by rw [radicand_eq]; positivity
  -- sum and product of the two branches
  have hsum : acoustic K m M x + optical K m M x = 2 * K / m + 2 * K / M := by
    unfold acoustic optical; ring
  have hprod : acoustic K m M x * optical K m M x = 2 * K / m * (2 * K / M) -
      (K / Real.sqrt (m * M)) ^ 2 * (4 - 4 * Real.sin (x / 2) ^ 2) := by
    have h : acoustic K m M x * optical K m M x =
        K ^ 2 * ((1 / m + 1 / M) ^ 2 - Real.sqrt (radicand m M x) ^ 2) := by
      unfold acoustic optical; ring
    rw [h, Real.sq_sqrt hr, div_pow, Real.sq_sqrt (mul_pos hm hM).le]
    unfold radicand
    ring
  have hsumC := congrArg Complex.ofReal hsum
  have hprodC := congrArg Complex.ofReal hprod
  rw [Complex.ofReal_add, Complex.ofReal_add] at hsumC
  rw [Complex.ofReal_mul, Complex.ofReal_sub, Complex.ofReal_mul, Complex.ofReal_mul,
    Complex.ofReal_pow] at hprodC
  -- squared modulus of the factor 1 + exp(ix) in the off-diagonal entries
  have hop : (1 + Complex.exp (-(x : ℂ) * Complex.I)) * (1 + Complex.exp ((x : ℂ) * Complex.I)) =
      ((4 - 4 * Real.sin (x / 2) ^ 2 : ℝ) : ℂ) := by
    have h1 : Complex.exp (-(x : ℂ) * Complex.I) * Complex.exp ((x : ℂ) * Complex.I) = 1 := by
      rw [← Complex.exp_add, neg_mul, neg_add_cancel, Complex.exp_zero]
    have h2 : Complex.cos x =
        (Complex.exp ((x : ℂ) * Complex.I) + Complex.exp (-(x : ℂ) * Complex.I)) / 2 := rfl
    have h3 : 4 - 4 * Real.sin (x / 2) ^ 2 = 2 + 2 * Real.cos x := by
      have h4 := Real.cos_two_mul (x / 2)
      rw [mul_div_cancel₀ x (two_ne_zero)] at h4
      rw [h4, Real.sin_sq]; ring
    rw [h3]
    push_cast
    linear_combination h1 - 2 * h2
  have hdet : (dynMatrix K m M x - w • (1 : Matrix (Fin 2) (Fin 2) ℂ)).det =
      (w - acoustic K m M x) * (w - optical K m M x) := by
    have a00 : (dynMatrix K m M x - w • (1 : Matrix (Fin 2) (Fin 2) ℂ)) 0 0 =
        ((2 * K / m : ℝ) : ℂ) - w := by simp [dynMatrix]
    have a01 : (dynMatrix K m M x - w • (1 : Matrix (Fin 2) (Fin 2) ℂ)) 0 1 =
        -((K / Real.sqrt (m * M) : ℝ) : ℂ) * (1 + Complex.exp (-(x : ℂ) * Complex.I)) := by
      simp [dynMatrix]
    have a10 : (dynMatrix K m M x - w • (1 : Matrix (Fin 2) (Fin 2) ℂ)) 1 0 =
        -((K / Real.sqrt (m * M) : ℝ) : ℂ) * (1 + Complex.exp ((x : ℂ) * Complex.I)) := by
      simp [dynMatrix]
    have a11 : (dynMatrix K m M x - w • (1 : Matrix (Fin 2) (Fin 2) ℂ)) 1 1 =
        ((2 * K / M : ℝ) : ℂ) - w := by simp [dynMatrix]
    rw [Matrix.det_fin_two, a00, a01, a10, a11]
    linear_combination w * hsumC - hprodC - ((K / Real.sqrt (m * M) : ℝ) : ℂ) ^ 2 * hop
  have hker := Matrix.exists_mulVec_eq_zero_iff
    (M := dynMatrix K m M x - w • (1 : Matrix (Fin 2) (Fin 2) ℂ))
  simp only [Matrix.sub_mulVec, Matrix.smul_mulVec, Matrix.one_mulVec, sub_eq_zero] at hker
  rw [hker, hdet, mul_eq_zero, sub_eq_zero, sub_eq_zero]
```

For anyone testing a program that builds dynamical matrices from force constants, this harmonic nearest-neighbour chain supplies a closed-form case to compare with.

## Bounds, equality and the gap

`branch_bounds` follows the inequality √R ≥ |d| ≥ d. It assumes positive K, m and M, but no ordering of the masses.

```lean
/-- At every phase the acoustic branch is at most `2K/M` and the optical branch at least `2K/m`. -/
theorem branch_bounds {K m M : ℝ} (hK : 0 < K) (hm : 0 < m) (hM : 0 < M) (x : ℝ) :
    acoustic K m M x ≤ 2 * K / M ∧ 2 * K / m ≤ optical K m M x := by
  have h : (1 / m - 1 / M) ^ 2 ≤ radicand m M x := by
    rw [radicand_eq]
    exact le_add_of_nonneg_right (by positivity)
  have h1 := mul_le_mul_of_nonneg_left ((le_abs_self _).trans (Real.abs_le_sqrt h)) hK.le
  have e1 : 2 * K / M = K * (1 / m + 1 / M) - K * (1 / m - 1 / M) := by ring
  have e2 : 2 * K / m = K * (1 / m + 1 / M) + K * (1 / m - 1 / M) := by ring
  rw [e1, e2]
  unfold acoustic optical
  constructor <;> linarith
```

In `band_edge_iff` the ordering m ≤ M gives M > 0 and, in `hg`, d ≥ 0. The step `key` is the equivalence between √R = d and cos(x/2) = 0.

```lean
/-- For `m ≤ M`, each branch attains its bound exactly when the phase is an odd multiple of π. -/
theorem band_edge_iff {K m M : ℝ} (hK : 0 < K) (hm : 0 < m) (hmM : m ≤ M) (x : ℝ) :
    (acoustic K m M x = 2 * K / M ↔ ∃ k : ℤ, x = (2 * k + 1) * Real.pi) ∧
    (optical K m M x = 2 * K / m ↔ ∃ k : ℤ, x = (2 * k + 1) * Real.pi) := by
  have hM : 0 < M := hm.trans_le hmM
  have hg : 0 ≤ 1 / m - 1 / M := sub_nonneg.2 (one_div_le_one_div_of_le hm hmM)
  have hr : 0 ≤ radicand m M x := by rw [radicand_eq]; positivity
  have hcos : Real.cos (x / 2) = 0 ↔ ∃ k : ℤ, x = (2 * k + 1) * Real.pi := by
    rw [Real.cos_eq_zero_iff]
    constructor <;> rintro ⟨k, hk⟩ <;> exact ⟨k, by linarith⟩
  -- the square root equals the inverse-mass difference exactly when cos(x/2) vanishes
  have key : Real.sqrt (radicand m M x) = 1 / m - 1 / M ↔ Real.cos (x / 2) = 0 := by
    constructor
    · intro h
      have h1 := Real.sq_sqrt hr
      rw [h, radicand_eq] at h1
      have h2 : 4 * Real.cos (x / 2) ^ 2 / (m * M) = 0 := by linarith
      rcases div_eq_zero_iff.1 h2 with h3 | h3
      · exact pow_eq_zero_iff (two_ne_zero) |>.1 (by linarith)
      · exact absurd h3 (mul_pos hm hM).ne'
    · intro h
      have h1 : radicand m M x = (1 / m - 1 / M) ^ 2 := by rw [radicand_eq, h]; simp
      rw [h1, Real.sqrt_sq hg]
  have e1 : 2 * K / M = K * (1 / m + 1 / M) - K * (1 / m - 1 / M) := by ring
  have e2 : 2 * K / m = K * (1 / m + 1 / M) + K * (1 / m - 1 / M) := by ring
  rw [← hcos, ← key, e1, e2]
  unfold acoustic optical
  exact ⟨⟨fun h => mul_left_cancel₀ hK.ne' (by linarith), fun h => by rw [h]⟩,
    ⟨fun h => mul_left_cancel₀ hK.ne' (by linarith), fun h => by rw [h]⟩⟩
```

Without m ≤ M the equality statement fails. Take K = 1, m = 2, M = 1 and x = π. Then R = 1/4 and the lower branch is 3/2 − 1/2 = 1, whereas 2K/M = 2: the phase is an odd multiple of π, but the bound is not attained.

`frequency_gap` combines the eigenvalue theorem with the bounds, for all phases at once. It has content only for m < M, because otherwise 2K/m ≤ 2K/M and every real number satisfies the conclusion.

```lean
/-- Every real eigenvalue of the dynamical matrix, at any phase, is at most `2K/M` or at least
`2K/m`. -/
theorem frequency_gap {K m M : ℝ} (hK : 0 < K) (hm : 0 < m) (hM : 0 < M) (x w : ℝ)
    (h : ∃ v : Fin 2 → ℂ, v ≠ 0 ∧ dynMatrix K m M x *ᵥ v = (w : ℂ) • v) :
    w ≤ 2 * K / M ∨ 2 * K / m ≤ w := by
  obtain ⟨h1, h2⟩ := branch_bounds hK hm hM x
  rcases (eigenvalue_iff hm hM x (w : ℂ)).1 h with h3 | h3
  · left; rw [Complex.ofReal_injective h3]; exact h1
  · right; rw [Complex.ofReal_injective h3]; exact h2
```

## One sublattice at rest

At x = π both exponentials equal −1, and the coupling disappears.

```lean
/-- At phase π the two sublattices decouple: the dynamical matrix is diagonal. -/
theorem dynMatrix_pi (K m M : ℝ) :
    dynMatrix K m M Real.pi = !![((2 * K / m : ℝ) : ℂ), 0; 0, ((2 * K / M : ℝ) : ℂ)] := by
  have h : Complex.exp (-(Real.pi : ℂ) * Complex.I) = -1 := by
    rw [neg_mul, Complex.exp_neg, Complex.exp_pi_mul_I]; norm_num
  unfold dynMatrix
  rw [h, Complex.exp_pi_mul_I]
  simp
```

`single_sublattice_modes` describes all solutions at the two edge values, the zero vector included. `hne` records that the diagonal entries differ; dividing by their difference forces the other component to vanish. The strict inequality m < M is used here: for equal masses the matrix at x = π is a multiple of the identity, and every vector solves the equation.

```lean
/-- For `m < M` at phase π, the solutions of the eigenvalue equation at `2K/M` are exactly the
vectors with the light sublattice at rest, and at `2K/m` those with the heavy one at rest. -/
theorem single_sublattice_modes {K m M : ℝ} (hK : 0 < K) (hm : 0 < m) (hmM : m < M)
    (v : Fin 2 → ℂ) :
    (dynMatrix K m M Real.pi *ᵥ v = ((2 * K / M : ℝ) : ℂ) • v ↔ v 0 = 0) ∧
    (dynMatrix K m M Real.pi *ᵥ v = ((2 * K / m : ℝ) : ℂ) • v ↔ v 1 = 0) := by
  have hlt : 2 * K / M < 2 * K / m := div_lt_div_of_pos_left (by linarith) hm hmM
  have hne : ((2 * K / m : ℝ) : ℂ) - ((2 * K / M : ℝ) : ℂ) ≠ 0 :=
    sub_ne_zero.2 (Complex.ofReal_injective.ne hlt.ne')
  rw [dynMatrix_pi, eigen_iff, eigen_iff]
  generalize ((2 * K / m : ℝ) : ℂ) = a at *
  generalize ((2 * K / M : ℝ) : ℂ) = b at *
  change (a * v 0 + 0 * v 1 = b * v 0 ∧ 0 * v 0 + b * v 1 = b * v 1 ↔ v 0 = 0) ∧
    (a * v 0 + 0 * v 1 = a * v 0 ∧ 0 * v 0 + b * v 1 = a * v 1 ↔ v 1 = 0)
  refine ⟨⟨fun h => ?_, fun h => ?_⟩, ⟨fun h => ?_, fun h => ?_⟩⟩
  · exact (mul_eq_zero.1 (by linear_combination h.1 : (a - b) * v 0 = 0)).resolve_left hne
  · rw [h]; constructor <;> ring
  · exact (mul_eq_zero.1 (by linear_combination -h.2 : (a - b) * v 1 = 0)).resolve_left hne
  · rw [h]; constructor <;> ring

end

end DiatomicChainGap
```

```lean
#print axioms DiatomicChainGap.bloch_force_balance
#print axioms DiatomicChainGap.band_edge_iff
#print axioms DiatomicChainGap.frequency_gap
#print axioms DiatomicChainGap.single_sublattice_modes
```

```
'DiatomicChainGap.bloch_force_balance' depends on axioms: [propext, Classical.choice, Quot.sound]
'DiatomicChainGap.band_edge_iff' depends on axioms: [propext, Classical.choice, Quot.sound]
'DiatomicChainGap.frequency_gap' depends on axioms: [propext, Classical.choice, Quot.sound]
'DiatomicChainGap.single_sublattice_modes' depends on axioms: [propext, Classical.choice, Quot.sound]
```
